# Every nonempty square matrix over the real quaternions has a complex right eigenvalue with nonnegative imaginary part

## Columns, scalars and time reversal

Let ℍ be the real quaternions, with units i, j, k satisfying i² = j² = k² = −1 and ij = k = −ji. A state is a column v with entries v_i in ℍ, where the subscript runs over a finite index set n. A square matrix M acts from the left, and scalars act from the right:

(M v)_i = Σ_k M_ik v_k,  (v q)_i = v_i q.

As subscripts, i and k are labels; elsewhere they are quaternion units. A complex number a + b i is regarded as a quaternion without j and k parts, and l* is its complex conjugate. A right eigenpair of M is a nonzero column v with a scalar q such that M v = v q.

Time reversal is the map v ↦ v j. It squares to −1, as for a particle of spin 1/2. It is also antilinear, because moving j past a complex number conjugates that number:

l j = j l*.

Every quaternion can be written as x + j y with x and y complex, so a column is equivalent to a two-component complex spinor at each index. Time reversal then reads (x, y) ↦ (−y*, x*). It commutes with M, since M acts on the other side.

## Why the eigenvalue needs a convention

Rescaling an eigencolumn by a nonzero quaternion u can change its eigenvalue:

M (v u) = v q u = (v u)(u⁻¹ q u).

An eigenvalue is therefore fixed only up to conjugation by quaternions. Asking for a complex value leaves the choice between l and l*, and asking for Im l ≥ 0 settles it.

A 1 by 1 example is M = j. With v = 1 + k,

j (1 + k) = j + i = (1 + k) i,

so l = i. The time-reversed column v j has eigenvalue −i.

## What is proved

The main theorem, `exists_standard_eigenpair`, says that if n is nonempty, every M has a column v and a complex l with Im l ≥ 0 and M v = v l, where v ≠ 0. M need not be Hermitian. Five further theorems, the last two sharing one item below, give the uniqueness of l on a quaternionic line and the Kramers structure:

- If v has complex eigenvalue l, then v j is an eigencolumn with eigenvalue l*.
- Two eigencolumns v and v u on the same quaternionic line, with complex eigenvalues of nonnegative imaginary part, have the same eigenvalue.
- A nonzero v and its partner v j are linearly independent over ℂ.
- If M is Hermitian, its complex right eigenvalues are real, and for nonempty n there are a real E and a column v such that v and v j are both eigencolumns with eigenvalue E.

In Lean, a column is a function `n → ℍ[ℝ]`, `rightMul v q` is v q, `ofC` embeds ℂ in ℍ, and `jq` is j. `IsRightEigenpair M v q` contains both v ≠ 0 and M v = v q. The assumption that n is nonempty appears as `[Nonempty n]`, and `M.IsHermitian` means that M equals its quaternionic conjugate transpose.

The existence theorems supply one eigenpair or one doublet, not a full diagonalisation. The starting point is a quaternionic matrix; its construction from a Hamiltonian that commutes with time reversal is not part of the file. For electronic structure, the Hermitian case describes a Kramers pair of a one-electron Hamiltonian with spin–orbit coupling, provided that it is time-reversal invariant and written in a finite orthonormal basis of Kramers pairs.

## From a quaternionic matrix to a complex operator

Write M = A + j B with complex matrices A and B, and v = x + j y with complex columns x and y. Since A j = j A* and j B j = −B*, where the star conjugates each entry,

M v = (A x − B* y) + j (B x + A* y).

Right multiplication by a complex c gives

(x + j y) c = x c + j (y c),

which is ordinary scaling of the pair (x, y). Hence M defines a complex-linear operator on pairs:

(x, y) ↦ (A x − B* y, B x + A* y).

For nonempty n this operator acts on a nonzero finite-dimensional complex space. Its characteristic polynomial has a root c, so it has an eigenvector (x, y) ≠ 0. Reassembling v = x + j y gives v ≠ 0 and M v = v c.

If Im c ≥ 0, take l = c. Otherwise use the partner:

M (v j) = (M v) j = v c j = (v j) c*.

Here v j ≠ 0 because j is invertible, and Im c* = −Im c > 0. This proves existence.

## One eigenvalue per line, two independent states

Suppose M v = v l and M (v u) = (v u) m, with l and m complex, both imaginary parts nonnegative, and v u ≠ 0. Then v l u = v u m. Cancelling a nonzero entry of v leaves

l u = u m.

Write u = p + j s with p and s complex. Comparing the two complex components gives

(l − m) p = 0,  (l* − m) s = 0.

Since u ≠ 0, at least one of p and s is nonzero. If p ≠ 0, then l = m. If s ≠ 0, then m = l*, so Im m = −Im l; as neither is negative, both vanish and again l = m.

For independence, let v c + v j d = 0 with c and d complex. At an index where v_i ≠ 0, cancellation gives c + j d = 0, and therefore c = d = 0.

## Real energies for Hermitian matrices

Let a bar denote quaternionic conjugation, which reverses products, and set N = Σ_i v̄_i v_i. This is the squared norm of v, a positive real number. For Hermitian M,

Σ_i (M v)̄_i v_i = Σ_i v̄_i (M v)_i.

Inserting M v = v l turns this into

l* N = N l.

A real N commutes with every quaternion and can be cancelled, so l* = l and l is real. Applied to the eigenpair found above, this gives v the real eigenvalue E = l, and v j the eigenvalue E* = E. By the independence result, these are two distinct states at the same energy.

## The Lean file

```lean
import Mathlib

open Matrix Quaternion

namespace QuaternionicEigenvalue

noncomputable section

variable {n : Type*} [Fintype n]

/-- The complex number `a + b i` regarded as a quaternion. -/
def ofC (z : ℂ) : ℍ[ℝ] := ⟨z.re, z.im, 0, 0⟩

/-- The quaternion unit `j`; its right action on columns is time reversal. -/
def jq : ℍ[ℝ] := ⟨0, 0, 1, 0⟩

/-- The column `v q`: every entry is multiplied by the scalar `q` from the right. -/
def rightMul (v : n → ℍ[ℝ]) (q : ℍ[ℝ]) : n → ℍ[ℝ] := fun i => v i * q

/-- The column `v` is nonzero and satisfies `M v = v q`. -/
def IsRightEigenpair (M : Matrix n n ℍ[ℝ]) (v : n → ℍ[ℝ]) (q : ℍ[ℝ]) : Prop :=
  v ≠ 0 ∧ M *ᵥ v = rightMul v q

/-- The quaternion `x + j y` built from two complex components. -/
def ofPair (p : ℂ × ℂ) : ℍ[ℝ] := ⟨p.1.re, p.1.im, p.2.re, -p.2.im⟩

/-- The two complex components `x, y` of a quaternion `x + j y`. -/
def toPair (q : ℍ[ℝ]) : ℂ × ℂ := (⟨q.re, q.imI⟩, ⟨q.imJ, -q.imK⟩)

/-- A quaternionic matrix commutes with right multiplication by scalars. -/
theorem mulVec_rightMul (M : Matrix n n ℍ[ℝ]) (v : n → ℍ[ℝ]) (q : ℍ[ℝ]) :
    M *ᵥ rightMul v q = rightMul (M *ᵥ v) q := by
  funext i
  simp only [Matrix.mulVec, dotProduct, rightMul, Finset.sum_mul, mul_assoc]

private lemma ofC_parts (z : ℂ) : (ofC z).re = z.re ∧ (ofC z).imI = z.im ∧
    (ofC z).imJ = 0 ∧ (ofC z).imK = 0 := ⟨rfl, rfl, rfl, rfl⟩

private lemma jq_parts : jq.re = 0 ∧ jq.imI = 0 ∧ jq.imJ = 1 ∧ jq.imK = 0 :=
  ⟨rfl, rfl, rfl, rfl⟩

private lemma ofPair_parts (p : ℂ × ℂ) : (ofPair p).re = p.1.re ∧ (ofPair p).imI = p.1.im ∧
    (ofPair p).imJ = p.2.re ∧ (ofPair p).imK = -p.2.im := ⟨rfl, rfl, rfl, rfl⟩

private lemma ofPair_add (p q : ℂ × ℂ) : ofPair (p + q) = ofPair p + ofPair q := by
  apply Quaternion.ext <;> simp [ofPair_parts]
  ring

private lemma toPair_add (p q : ℍ[ℝ]) : toPair (p + q) = toPair p + toPair q := by
  apply Prod.ext <;> apply Complex.ext <;> simp [toPair]
  ring

private lemma ofPair_smul (c : ℂ) (p : ℂ × ℂ) : ofPair (c • p) = ofPair p * ofC c := by
  apply Quaternion.ext <;> simp [ofPair_parts, ofC_parts] <;> ring

private lemma toPair_mul (c : ℂ) (q : ℍ[ℝ]) : toPair (q * ofC c) = c • toPair q := by
  apply Prod.ext <;> apply Complex.ext <;> simp [toPair, ofC_parts] <;> ring

private lemma ofPair_toPair (q : ℍ[ℝ]) : ofPair (toPair q) = q := by
  apply Quaternion.ext <;> simp [ofPair, toPair]

private lemma toPair_ofPair (p : ℂ × ℂ) : toPair (ofPair p) = p := by
  apply Prod.ext <;> apply Complex.ext <;> simp [ofPair, toPair]

/-- The complex-linear operator on pairs of complex components that represents `M`. -/
def complexForm (M : Matrix n n ℍ[ℝ]) : Module.End ℂ (n → ℂ × ℂ) where
  toFun f := fun i => toPair ((M *ᵥ fun k => ofPair (f k)) i)
  map_add' f g := by
    funext i
    have h : (fun k => ofPair ((f + g) k)) =
        (fun k => ofPair (f k)) + fun k => ofPair (g k) :=
      funext fun k => ofPair_add _ _
    change toPair ((M *ᵥ fun k => ofPair ((f + g) k)) i) = _
    rw [h, Matrix.mulVec_add, Pi.add_apply, toPair_add]
    rfl
  map_smul' c f := by
    funext i
    have h : (fun k => ofPair ((c • f) k)) = rightMul (fun k => ofPair (f k)) (ofC c) :=
      funext fun k => ofPair_smul _ _
    change toPair ((M *ᵥ fun k => ofPair ((c • f) k)) i) = _
    rw [h, mulVec_rightMul]
    exact toPair_mul _ _

/-- If `M v = v l` with `l` complex, the time-reversed column `v j` is nonzero and
satisfies `M (v j) = (v j) l*`. -/
theorem time_reversed_eigenpair {M : Matrix n n ℍ[ℝ]} {v : n → ℍ[ℝ]} {l : ℂ}
    (h : IsRightEigenpair M v (ofC l)) :
    IsRightEigenpair M (rightMul v jq) (ofC (starRingEnd ℂ l)) := by
  have hj : jq ≠ 0 := fun h0 => by
    have h1 := congrArg (fun q : ℍ[ℝ] => q.imJ) h0
    simp [jq] at h1
  -- moving `j` past a complex number conjugates it
  have hc : ofC l * jq = jq * ofC (starRingEnd ℂ l) := by
    apply Quaternion.ext <;> simp [ofC_parts, jq_parts]
  refine ⟨fun h0 => h.1 (funext fun i => ?_), ?_⟩
  · exact (mul_eq_zero.1 (congrFun h0 i)).resolve_right hj
  · rw [mulVec_rightMul, h.2]
    funext i
    simp only [rightMul, mul_assoc, hc]

/-- Every square quaternionic matrix of size at least one has a nonzero column `v` and a
complex number `l` with nonnegative imaginary part such that `M v = v l`. -/
theorem exists_standard_eigenpair [Nonempty n] (M : Matrix n n ℍ[ℝ]) :
    ∃ (v : n → ℍ[ℝ]) (l : ℂ), 0 ≤ l.im ∧ IsRightEigenpair M v (ofC l) := by
  -- an eigenvector of the complex form, reassembled into quaternions
  obtain ⟨c, hc⟩ := Module.End.exists_eigenvalue (complexForm M)
  obtain ⟨f, hf⟩ := hc.exists_hasEigenvector
  have hv : IsRightEigenpair M (fun k => ofPair (f k)) (ofC c) := by
    refine ⟨fun h0 => hf.2 (funext fun i => ?_), funext fun i => ?_⟩
    · have h1 : ofPair (f i) = 0 := congrFun h0 i
      rw [← toPair_ofPair (f i), h1]
      apply Prod.ext <;> apply Complex.ext <;> simp [toPair]
    · have h1 : toPair ((M *ᵥ fun k => ofPair (f k)) i) = c • f i :=
        congrFun hf.apply_eq_smul i
      rw [← ofPair_toPair ((M *ᵥ fun k => ofPair (f k)) i), h1, ofPair_smul]
      rfl
  -- if the imaginary part is negative, pass to the time-reversed partner
  by_cases h : 0 ≤ c.im
  · exact ⟨_, c, h, hv⟩
  · refine ⟨_, starRingEnd ℂ c, ?_, time_reversed_eigenpair hv⟩
    rw [Complex.conj_im]
    linarith

private lemma both_zero {x y : ℝ} (h : x ^ 2 + y ^ 2 = 0) : x = 0 ∧ y = 0 :=
  ⟨(pow_eq_zero_iff two_ne_zero).1 (by linarith [sq_nonneg x, sq_nonneg y]),
    (pow_eq_zero_iff two_ne_zero).1 (by linarith [sq_nonneg x, sq_nonneg y])⟩

/-- Two eigencolumns `v` and `v u` on the same quaternionic line, with complex eigenvalues
of nonnegative imaginary part, have the same eigenvalue. -/
theorem standard_eigenvalue_unique {M : Matrix n n ℍ[ℝ]} {v : n → ℍ[ℝ]} {u : ℍ[ℝ]}
    {l m : ℂ} (hl : 0 ≤ l.im) (hm : 0 ≤ m.im) (h : IsRightEigenpair M v (ofC l))
    (h' : IsRightEigenpair M (rightMul v u) (ofC m)) : l = m := by
  obtain ⟨i, hi⟩ := Function.ne_iff.1 h.1
  have hu : u ≠ 0 := fun h0 => h'.1 (funext fun k => by simp [rightMul, h0])
  have e := h'.2
  rw [mulVec_rightMul, h.2] at e
  have e1 : v i * ofC l * u = v i * u * ofC m := congrFun e i
  rw [mul_assoc, mul_assoc] at e1
  -- the two eigenvalues are similar quaternions; compare the four components
  have e2 : ofC l * u = u * ofC m := mul_left_cancel₀ hi e1
  have h1 := congrArg (fun q : ℍ[ℝ] => q.re) e2
  have h2 := congrArg (fun q : ℍ[ℝ] => q.imI) e2
  have h3 := congrArg (fun q : ℍ[ℝ] => q.imJ) e2
  have h4 := congrArg (fun q : ℍ[ℝ] => q.imK) e2
  simp [ofC_parts] at h1 h2 h3 h4
  have k1 : ((l.re - m.re) ^ 2 + (l.im - m.im) ^ 2) * (u.re ^ 2 + u.imI ^ 2) = 0 := by
    linear_combination ((l.re - m.re) * u.re - (l.im - m.im) * u.imI) * h1 +
      ((l.re - m.re) * u.imI + (l.im - m.im) * u.re) * h2
  have k2 : ((l.re - m.re) ^ 2 + (l.im + m.im) ^ 2) * (u.imJ ^ 2 + u.imK ^ 2) = 0 := by
    linear_combination ((l.re - m.re) * u.imJ - (l.im + m.im) * u.imK) * h3 +
      ((l.re - m.re) * u.imK + (l.im + m.im) * u.imJ) * h4
  rcases mul_eq_zero.1 k1 with a | a
  · obtain ⟨x, y⟩ := both_zero a
    exact Complex.ext (by linarith) (by linarith)
  · rcases mul_eq_zero.1 k2 with b | b
    · obtain ⟨x, y⟩ := both_zero b
      exact Complex.ext (by linarith) (by linarith)
    · exact absurd (Quaternion.ext u 0 (both_zero a).1 (both_zero a).2
        (both_zero b).1 (both_zero b).2) hu

omit [Fintype n] in
/-- A nonzero column `v` and its time-reversed partner `v j` are linearly independent over
the complex numbers acting from the right. -/
theorem kramers_independent {v : n → ℍ[ℝ]} (hv : v ≠ 0) {c d : ℂ}
    (h : rightMul v (ofC c) + rightMul (rightMul v jq) (ofC d) = 0) : c = 0 ∧ d = 0 := by
  obtain ⟨i, hi⟩ := Function.ne_iff.1 hv
  have e : v i * ofC c + v i * jq * ofC d = 0 := congrFun h i
  rw [mul_assoc, ← mul_add] at e
  have e2 := (mul_eq_zero.1 e).resolve_left hi
  have h1 := congrArg (fun q : ℍ[ℝ] => q.re) e2
  have h2 := congrArg (fun q : ℍ[ℝ] => q.imI) e2
  have h3 := congrArg (fun q : ℍ[ℝ] => q.imJ) e2
  have h4 := congrArg (fun q : ℍ[ℝ] => q.imK) e2
  simp [ofC_parts, jq_parts] at h1 h2 h3 h4
  exact ⟨Complex.ext h1 h2, Complex.ext h3 h4⟩

/-- A complex right eigenvalue of a Hermitian quaternionic matrix is real. -/
theorem hermitian_eigenvalue_real {M : Matrix n n ℍ[ℝ]} (hM : M.IsHermitian)
    {v : n → ℍ[ℝ]} {l : ℂ} (h : IsRightEigenpair M v (ofC l)) : l.im = 0 := by
  have key : star (M *ᵥ v) ⬝ᵥ v = star v ⬝ᵥ (M *ᵥ v) := by
    rw [Matrix.star_mulVec, hM.eq, Matrix.dotProduct_mulVec]
  rw [h.2] at key
  have hL : star (rightMul v (ofC l)) ⬝ᵥ v = star (ofC l) * ∑ i, star (v i) * v i := by
    simp only [dotProduct, rightMul, Pi.star_apply, star_mul, Finset.mul_sum, mul_assoc]
  have hR : star v ⬝ᵥ rightMul v (ofC l) = (∑ i, star (v i) * v i) * ofC l := by
    simp only [dotProduct, rightMul, Pi.star_apply, Finset.sum_mul, mul_assoc]
  -- the squared norm of `v` is a real number, hence central
  have hN : ∑ i, star (v i) * v i = algebraMap ℝ ℍ[ℝ] (∑ i, normSq (v i)) := by
    rw [map_sum]
    exact Finset.sum_congr rfl fun i _ => Quaternion.star_mul_self _
  have hr : ∑ i, normSq (v i) ≠ 0 := fun h0 => h.1 (funext fun i =>
    Quaternion.normSq_eq_zero.1 ((Finset.sum_eq_zero_iff_of_nonneg
      fun k _ => Quaternion.normSq_nonneg).1 h0 i (Finset.mem_univ i)))
  rw [hL, hR, hN, ← Algebra.commutes] at key
  have hA : algebraMap ℝ ℍ[ℝ] (∑ i, normSq (v i)) ≠ 0 := fun h0 =>
    hr ((algebraMap ℝ ℍ[ℝ]).injective (h0.trans (map_zero _).symm))
  have e := congrArg (fun q : ℍ[ℝ] => q.imI) (mul_left_cancel₀ hA key)
  have e' : -l.im = l.im := by
    simpa only [Quaternion.imI_star, (ofC_parts l).2.1] using e
  linarith

/-- Every Hermitian quaternionic matrix of size at least one has a real number `E` and a
column `v` such that both `v` and `v j` are eigencolumns with eigenvalue `E`. -/
theorem hermitian_kramers_doublet [Nonempty n] {M : Matrix n n ℍ[ℝ]}
    (hM : M.IsHermitian) : ∃ (v : n → ℍ[ℝ]) (E : ℝ),
      IsRightEigenpair M v (ofC E) ∧ IsRightEigenpair M (rightMul v jq) (ofC E) := by
  obtain ⟨v, l, -, h⟩ := exists_standard_eigenpair M
  have hl : l = (l.re : ℂ) :=
    Complex.ext rfl (by rw [Complex.ofReal_im]; exact hermitian_eigenvalue_real hM h)
  rw [hl] at h
  have h' := time_reversed_eigenpair h
  rw [Complex.conj_ofReal] at h'
  exact ⟨v, l.re, h, h'⟩

end

end QuaternionicEigenvalue
```

```lean
#print axioms QuaternionicEigenvalue.exists_standard_eigenpair
-- 'QuaternionicEigenvalue.exists_standard_eigenpair' depends on axioms: [propext, Classical.choice, Quot.sound]
#print axioms QuaternionicEigenvalue.standard_eigenvalue_unique
-- 'QuaternionicEigenvalue.standard_eigenvalue_unique' depends on axioms: [propext, Classical.choice, Quot.sound]
#print axioms QuaternionicEigenvalue.kramers_independent
-- 'QuaternionicEigenvalue.kramers_independent' depends on axioms: [propext, Classical.choice, Quot.sound]
#print axioms QuaternionicEigenvalue.hermitian_kramers_doublet
-- 'QuaternionicEigenvalue.hermitian_kramers_doublet' depends on axioms: [propext, Classical.choice, Quot.sound]
```

## How the code follows the derivation

`toPair` and `ofPair` translate between a quaternion and its components x and y. The minus sign in the last component comes from j i = −k. The short lemmas after them show that the translations are mutually inverse, respect addition, and turn right multiplication by a complex number into complex scaling.

`complexForm` is the operator on pairs. Instead of writing out A and B, it assembles a quaternionic column, applies M, and splits the result again. Its linearity under complex scaling rests on `mulVec_rightMul`, the statement M (v q) = (M v) q.

In `exists_standard_eigenpair`, `Module.End.exists_eigenvalue` supplies the eigenvalue c, using that ℂ is algebraically closed, and the next line supplies an eigenvector f. The fact `hv` reassembles f into a quaternionic eigencolumn. The final `by_cases` splits on the sign of Im c and, when it is negative, calls `time_reversed_eigenpair`, where `hc` is the relation l j = j l*.

`standard_eigenvalue_unique` reaches l u = u m in `e2` and then compares four real components. The two `linear_combination` steps combine them into

|l − m|² |p|² = 0,  |l* − m|² |s|² = 0,

which are the two complex equations above in squared form. The lemma `both_zero` extracts the vanishing real numbers from a vanishing sum of two squares. If both p and s were zero, u would be zero, and the last branch rules this out. `kramers_independent` likewise cancels a nonzero entry and reads off components.

In `hermitian_eigenvalue_real`, `key` is the Hermitian identity, while `hL` and `hR` pull l* out to the left and l out to the right. `hN` identifies N as a real number, and `hr` shows that it is nonzero. After N is cancelled, the i-component reads −Im l = Im l. `hermitian_kramers_doublet` then combines existence, reality and time reversal.
